# The ohmic phase correlator with a geometric mode cutoff: closed form and scaling dimension

The correlator is defined here by its exponent, a sum over Matsubara modes, and is not derived from a circuit Hamiltonian. This assumes Gaussian phase fluctuations in a resistor $R$ whose resistance does not depend on frequency, which gives mode number $m$ the weight $1/m$. The coupling is $g=R/R_Q$, with $R_Q=h/4e^2$ for the phase conjugate to the Cooper-pair number. The variable $\tau$ is imaginary time times $2\pi k_BT/\hbar$, so the thermal circle has length $2\pi$. A factor $r^m$ suppresses high modes; physically $0<r<1$, and $r\to1$ removes the cutoff.

```lean
import Mathlib

open Filter Topology

namespace OhmicPhaseCorrelator

noncomputable section
```

Lean counts from $n=0$, so its term $n$ is mode $n+1$. The mode sum `modeSum` is

$$S(r,\tau)=\sum_{n\ge0}\frac{r^{n+1}\,[1-\cos((n+1)\tau)]}{n+1}.$$

```lean
/-- The sum over Matsubara modes `n ≥ 1` of `r ^ n * (1 - cos (n τ)) / n`, with cutoff
parameter `r`, for `|r| < 1`. -/
def modeSum (r τ : ℝ) : ℝ :=
  ∑' n : ℕ, r ^ (n + 1) * (1 - Real.cos (((n : ℝ) + 1) * τ)) / ((n : ℝ) + 1)
```

The correlator `correlator` is $C_g(r,\tau)=e^{-2gS(r,\tau)}$. It stands for $\langle e^{i\varphi(\tau)}e^{-i\varphi(0)}\rangle$, where $\varphi$ is the phase conjugate to the Cooper-pair number.

```lean
/-- The phase correlator of an ohmic environment with dimensionless resistance `g = R / R_Q`
and cutoff parameter `r`, for `|r| < 1`. -/
def correlator (g r τ : ℝ) : ℝ := Real.exp (-2 * g * modeSum r τ)
```

The third definition, `chordCorrelator`, is a power of the chord between two points on the thermal circle. Call it $K_g(\tau)$.

```lean
/-- The power `-2g` of the chord length `|2 sin (τ / 2)|` on the thermal circle,
for `sin (τ / 2) ≠ 0`. -/
def chordCorrelator (g τ : ℝ) : ℝ := |2 * Real.sin (τ / 2)| ^ (-2 * g)
```

In a resistively shunted Josephson junction, a correlator of this kind enters the expansion in the Josephson coupling, but there the junction capacitance, not a factor $r^m$, suppresses the high modes. The model contains only the Gaussian environment, without the effect of the Josephson coupling on the phase. All parameters are real, and parts (a) to (e) allow any $|r|<1$.

## (a) A positive squared distance

Show that $1$ and $re^{i\tau}$ never meet:

$$D(r,\tau):=1-2r\cos\tau+r^2>0 .$$

Since $r\cos\tau\le|r|$, we have $D\ge1-2|r|+r^2=(1-|r|)^2>0$. The `calc` block proves the first inequality, `pow_pos` the last, and `nlinarith` combines them.

```lean
/-- The squared distance between `1` and `r e^{iτ}` is positive for `|r| < 1`. -/
theorem distance_pos {r : ℝ} (hr : |r| < 1) (τ : ℝ) :
    0 < 1 - 2 * r * Real.cos τ + r ^ 2 := by
  have h : r * Real.cos τ ≤ |r| := by
    calc r * Real.cos τ ≤ |r * Real.cos τ| := le_abs_self _
      _ = |r| * |Real.cos τ| := abs_mul _ _
      _ ≤ |r| := mul_le_of_le_one_right (abs_nonneg r) (Real.abs_cos_le_one τ)
  have h2 : 0 < (1 - |r|) ^ 2 := pow_pos (by linarith) 2
  nlinarith [sq_abs r]
```

## (b) The cosine series

Sum the cosine part:

$$\sum_{n\ge0}\frac{r^{n+1}\cos((n+1)\tau)}{n+1}=-\tfrac12\log D(r,\tau).$$

Put $z=re^{i\tau}$, so $|z|<1$ and $\sum_{n\ge0}z^{n+1}/(n+1)=-\log(1-z)$. The real part of the left side is the cosine series; that of the right side is $-\log|1-z|$. Finally,

$$|1-z|^2=(1-r\cos\tau)^2+r^2\sin^2\tau=D.$$

In Lean, `Complex.reCLM.hasSum` takes real parts term by term, and `hasSum_nat_add_iff'` drops the empty zeroth term of the library series.

```lean
/-- For `|r| < 1`, the sum over `n ≥ 1` of `r ^ n * cos (n τ) / n` converges to `-1/2` times the
logarithm of the squared distance between `1` and `r e^{iτ}`. -/
theorem hasSum_cos {r : ℝ} (hr : |r| < 1) (τ : ℝ) :
    HasSum (fun n : ℕ => r ^ (n + 1) * Real.cos (((n : ℝ) + 1) * τ) / ((n : ℝ) + 1))
      (-(1 / 2 * Real.log (1 - 2 * r * Real.cos τ + r ^ 2))) := by
  obtain ⟨z, hz⟩ : ∃ z : ℂ, z = (r : ℂ) * Complex.exp ((τ : ℂ) * Complex.I) := ⟨_, rfl⟩
  have hnorm : ‖z‖ < 1 := by
    rw [hz, norm_mul, Complex.norm_exp_ofReal_mul_I, mul_one, Complex.norm_real]
    exact hr
  have hre : z.re = r * Real.cos τ := by
    rw [hz, Complex.re_ofReal_mul, Complex.exp_ofReal_mul_I_re]
  have him : z.im = r * Real.sin τ := by
    rw [hz, Complex.im_ofReal_mul, Complex.exp_ofReal_mul_I_im]
  have hsq : 1 - 2 * r * Real.cos τ + r ^ 2 = ‖1 - z‖ ^ 2 := by
    rw [Complex.sq_norm, Complex.normSq_apply, Complex.sub_re, Complex.sub_im,
      Complex.one_re, Complex.one_im, hre, him]
    linear_combination (-r ^ 2) * Real.sin_sq_add_cos_sq τ
  have hval : -(1 / 2 * Real.log (1 - 2 * r * Real.cos τ + r ^ 2))
      = -Real.log ‖1 - z‖ := by
    rw [hsq, Real.log_pow]
    push_cast
    ring
  -- real part of the logarithm series, with the empty zeroth term removed
  have h := (hasSum_nat_add_iff' 1).mpr
    (Complex.reCLM.hasSum (Complex.hasSum_taylorSeries_neg_log hnorm))
  convert h using 1
  · rfl
  · funext n
    have hpow : z ^ (n + 1) = ((r ^ (n + 1) : ℝ) : ℂ) *
        Complex.exp (((((n : ℝ) + 1) * τ : ℝ) : ℂ) * Complex.I) := by
      rw [hz, mul_pow, ← Complex.exp_nat_mul]
      push_cast
      ring_nf
    change _ = (z ^ (n + 1) / ((n + 1 : ℕ) : ℂ)).re
    rw [Complex.div_natCast_re, hpow, Complex.re_ofReal_mul, Complex.exp_ofReal_mul_I_re,
      Nat.cast_add, Nat.cast_one]
  · rw [hval]
    simp [Complex.log_re]
```

## (c) The full mode sum

Show that the mode sum converges, with

$$S(r,\tau)=-\log(1-r)+\tfrac12\log D(r,\tau).$$

Subtract (b) from $\sum_{n\ge0}r^{n+1}/(n+1)=-\log(1-r)$. `HasSum` states convergence together with the value, and `.sub` performs the subtraction.

```lean
/-- The mode sum converges, with a closed form in logarithms. -/
theorem hasSum_modes {r : ℝ} (hr : |r| < 1) (τ : ℝ) :
    HasSum (fun n : ℕ => r ^ (n + 1) * (1 - Real.cos (((n : ℝ) + 1) * τ)) / ((n : ℝ) + 1))
      (-Real.log (1 - r) + 1 / 2 * Real.log (1 - 2 * r * Real.cos τ + r ^ 2)) := by
  convert (Real.hasSum_pow_div_log_of_abs_lt_one hr).sub (hasSum_cos hr τ) using 1
  · rfl
  · funext n
    ring
  · ring
```

## (d) The correlator at finite cutoff

Exponentiate to obtain

$$C_g(r,\tau)=\left(\frac{(1-r)^2}{D(r,\tau)}\right)^{g}.$$

By (c), $-2gS=2g\log(1-r)-g\log D=g\log\frac{(1-r)^2}{D}$. Both logarithms have positive arguments, and `Real.rpow_def_of_pos` turns the power into an exponential. At $r=0$ no modes survive and both sides equal $1$.

In code, the closed form replaces a sum that needs more and more terms as $r\to1$. For $r$ near $1$ and small $\tau$, evaluating $D$ as $(1-r)^2+4r\sin^2(\tau/2)$ avoids cancellation.

```lean
/-- The ohmic phase correlator at finite cutoff is the power `g` of a ratio of squared
distances. -/
theorem correlator_eq (g : ℝ) {r : ℝ} (hr : |r| < 1) (τ : ℝ) :
    correlator g r τ = ((1 - r) ^ 2 / (1 - 2 * r * Real.cos τ + r ^ 2)) ^ g := by
  have hD := distance_pos hr τ
  have h1 : 0 < 1 - r := by linarith [(abs_lt.mp hr).2]
  have h2 : 0 < (1 - r) ^ 2 := pow_pos h1 2
  rw [correlator, modeSum, (hasSum_modes hr τ).tsum_eq, Real.rpow_def_of_pos (div_pos h2 hD),
    Real.log_div h2.ne' hD.ne', Real.log_pow]
  congr 1
  push_cast
  ring
```

## (e) Dividing out the cutoff

Show that the cutoff prefactor cancels exactly:

$$\frac{C_g(r,\tau)}{(1-r)^{2g}}=D(r,\tau)^{-g}.$$

Because $1-r>0$, $((1-r)^2)^g=(1-r)^{2g}$, which cancels the numerator in (d).

```lean
/-- For `|r| < 1`, the correlator divided by `(1 - r) ^ (2g)` is the power `-g` of the squared
distance between `1` and `r e^{iτ}`. -/
theorem renormalised_eq (g : ℝ) {r : ℝ} (hr : |r| < 1) (τ : ℝ) :
    correlator g r τ / (1 - r) ^ (2 * g) = (1 - 2 * r * Real.cos τ + r ^ 2) ^ (-g) := by
  have hD := distance_pos hr τ
  have h1 : 0 < 1 - r := by linarith [(abs_lt.mp hr).2]
  have ha : 0 < ((1 - r) ^ 2) ^ g := Real.rpow_pos_of_pos (pow_pos h1 2) g
  have hb : 0 < (1 - 2 * r * Real.cos τ + r ^ 2) ^ g := Real.rpow_pos_of_pos hD g
  rw [correlator_eq g hr, Real.div_rpow (sq_nonneg _) hD.le, Real.rpow_mul h1.le,
    Real.rpow_two, Real.rpow_neg hD.le, div_right_comm, div_self ha.ne', one_div]
```

## (f) Removing the cutoff at separated times

For $\sin(\tau/2)\ne0$, show that

$$\lim_{r\to1^-}\frac{C_g(r,\tau)}{(1-r)^{2g}}=K_g(\tau)=|2\sin(\tau/2)|^{-2g}.$$

At $r=1$, $D=2-2\cos\tau=4\sin^2(\tau/2)>0$, so $D^{-g}$ is continuous there and has the stated value. Lean proves this continuity as `hc`, then uses `congr'` to carry the limit over to the quotient through (e).

```lean
/-- As the cutoff is removed at `sin (τ / 2) ≠ 0`, the correlator divided by `(1 - r) ^ (2g)`
tends to `|2 sin (τ / 2)| ^ (-2g)`. -/
theorem tendsto_renormalised (g : ℝ) {τ : ℝ} (hτ : Real.sin (τ / 2) ≠ 0) :
    Tendsto (fun r => correlator g r τ / (1 - r) ^ (2 * g)) (𝓝[<] 1)
      (𝓝 (chordCorrelator g τ)) := by
  have hcos : 1 - 2 * 1 * Real.cos τ + 1 ^ 2 = |2 * Real.sin (τ / 2)| ^ 2 := by
    have h := Real.cos_two_mul (τ / 2)
    rw [show 2 * (τ / 2) = τ by ring] at h
    rw [sq_abs, h]
    linear_combination (-4) * Real.sin_sq_add_cos_sq (τ / 2)
  have hpos : 0 < |2 * Real.sin (τ / 2)| := abs_pos.mpr (mul_ne_zero two_ne_zero hτ)
  have hc : ContinuousAt (fun r : ℝ => (1 - 2 * r * Real.cos τ + r ^ 2) ^ (-g)) 1 := by
    apply ContinuousAt.rpow_const
    · fun_prop
    · left
      rw [hcos]
      exact (pow_pos hpos 2).ne'
  have hlim : chordCorrelator g τ = (1 - 2 * 1 * Real.cos τ + 1 ^ 2) ^ (-g) := by
    rw [hcos, chordCorrelator, show -2 * g = 2 * (-g) by ring, Real.rpow_mul hpos.le,
      Real.rpow_two]
  rw [hlim]
  refine (hc.tendsto.mono_left nhdsWithin_le_nhds).congr' ?_
  filter_upwards [Ioo_mem_nhdsLT (show (0 : ℝ) < 1 by norm_num)] with r hr
  exact (renormalised_eq g (abs_lt.mpr ⟨by linarith [hr.1], hr.2⟩) τ).symm
```

## (g) Coincident times

For $\sin(\tau/2)=0$ and $g>0$, show that

$$\frac{C_g(r,\tau)}{(1-r)^{2g}}\to+\infty\qquad(r\to1^-).$$

Now $\cos\tau=1-2\sin^2(\tau/2)=1$, so $D=(1-r)^2$ and the quotient is $(1-r)^{-2g}$. Lean composes three limits: $(1-r)^2\to0$ from above, its inverse diverges, and so does the positive power $g$ of that inverse.

```lean
/-- At `sin (τ / 2) = 0` and `g > 0`, the correlator divided by `(1 - r) ^ (2g)` diverges as
the cutoff is removed. -/
theorem tendsto_coincident {g τ : ℝ} (hg : 0 < g) (hτ : Real.sin (τ / 2) = 0) :
    Tendsto (fun r => correlator g r τ / (1 - r) ^ (2 * g)) (𝓝[<] 1) atTop := by
  have hcos : Real.cos τ = 1 := by
    have h := Real.cos_two_mul (τ / 2)
    rw [show 2 * (τ / 2) = τ by ring] at h
    have h2 := Real.sin_sq_add_cos_sq (τ / 2)
    rw [hτ] at h2
    linarith
  have hzero : Tendsto (fun r : ℝ => (1 - r) ^ 2) (𝓝[<] 1) (𝓝[>] 0) := by
    refine tendsto_nhdsWithin_iff.mpr ⟨?_, ?_⟩
    · have hc : ContinuousAt (fun r : ℝ => (1 - r) ^ 2) 1 := by fun_prop
      have h := hc.tendsto.mono_left (nhdsWithin_le_nhds (s := Set.Iio 1))
      simpa using h
    · filter_upwards [self_mem_nhdsWithin] with r hr
      have hr' : r < 1 := hr
      exact pow_pos (by linarith : 0 < 1 - r) 2
  refine ((tendsto_rpow_atTop hg).comp (tendsto_inv_nhdsGT_zero.comp hzero)).congr' ?_
  filter_upwards [Ioo_mem_nhdsLT (show (0 : ℝ) < 1 by norm_num)] with r hr
  rw [renormalised_eq g (abs_lt.mpr ⟨by linarith [hr.1], hr.2⟩) τ, hcos,
    show 1 - 2 * r * 1 + r ^ 2 = (1 - r) ^ 2 by ring, Real.rpow_neg (sq_nonneg _),
    ← Real.inv_rpow (sq_nonneg _)]
  rfl
```

## (h) The short-time exponent

Show that

$$\lim_{\tau\to0,\ \tau\neq0}K_g(\tau)\,|\tau|^{2g}=1 .$$

Write $2\sin(\tau/2)=\tau\,\mathrm{sinc}(\tau/2)$, with $\mathrm{sinc}\,x=\sin x/x$ and $\mathrm{sinc}\,0=1$. The powers of $|\tau|$ cancel (`hcancel`), leaving $|\mathrm{sinc}(\tau/2)|^{-2g}\to1$ by continuity.

Thus $K_g\sim|\tau|^{-2g}$ as $\tau\to0$. An operator whose correlator goes as $|\tau|^{-2\Delta}$ has scaling dimension $\Delta$, so $e^{i\varphi}$ has scaling dimension $g$. The cutoff is removed first: at fixed $r<1$, $C_g$ tends to $1$ as $\tau\to0$.

```lean
/-- The product of `chordCorrelator g τ` and `|τ| ^ (2g)` tends to `1` as `τ` tends to `0` through
nonzero values. -/
theorem short_time_scaling (g : ℝ) :
    Tendsto (fun τ => chordCorrelator g τ * |τ| ^ (2 * g)) (𝓝[≠] 0) (𝓝 1) := by
  have hs : ContinuousAt (fun τ : ℝ => |Real.sinc (τ / 2)|) 0 :=
    (Real.continuous_sinc.comp (continuous_id.div_const 2)).abs.continuousAt
  have hc : ContinuousAt (fun τ : ℝ => |Real.sinc (τ / 2)| ^ (-2 * g)) 0 :=
    hs.rpow_const (Or.inl (by simp))
  have h := hc.tendsto.mono_left (nhdsWithin_le_nhds (s := {0}ᶜ))
  have hone : |Real.sinc ((0 : ℝ) / 2)| ^ (-2 * g) = 1 := by
    rw [zero_div, Real.sinc_zero, abs_one, Real.one_rpow]
  rw [hone] at h
  refine h.congr' ?_
  filter_upwards [self_mem_nhdsWithin] with τ hτ
  have hne : τ ≠ 0 := hτ
  -- the signed chord is the signed arc times `sinc (τ / 2)`
  have hchord : 2 * Real.sin (τ / 2) = τ * Real.sinc (τ / 2) := by
    rw [Real.sinc_of_ne_zero (div_ne_zero hne two_ne_zero)]
    field_simp
  have hcancel : |τ| ^ (-2 * g) * |τ| ^ (2 * g) = 1 := by
    rw [← Real.rpow_add (abs_pos.mpr hne), show -2 * g + 2 * g = 0 by ring, Real.rpow_zero]
  rw [chordCorrelator, hchord, abs_mul, Real.mul_rpow (abs_nonneg _) (abs_nonneg _)]
  linear_combination (-|Real.sinc (τ / 2)| ^ (-2 * g)) * hcancel

end

end OhmicPhaseCorrelator
```

```lean
#print axioms OhmicPhaseCorrelator.correlator_eq
-- 'OhmicPhaseCorrelator.correlator_eq' depends on axioms: [propext, Classical.choice, Quot.sound]
#print axioms OhmicPhaseCorrelator.tendsto_renormalised
-- 'OhmicPhaseCorrelator.tendsto_renormalised' depends on axioms: [propext, Classical.choice, Quot.sound]
#print axioms OhmicPhaseCorrelator.tendsto_coincident
-- 'OhmicPhaseCorrelator.tendsto_coincident' depends on axioms: [propext, Classical.choice, Quot.sound]
#print axioms OhmicPhaseCorrelator.short_time_scaling
-- 'OhmicPhaseCorrelator.short_time_scaling' depends on axioms: [propext, Classical.choice, Quot.sound]
```
